# In a fixed-matrix RPA model, pair truncation is exact through second order and misses the three-fragment loop at third

I estimate the RPA correlation energy of a molecular trimer from its dimers and monomers. RPA sums ring diagrams to infinite order, so I expected non-additivity everywhere. Yet when I keep each fragment's density response fixed, with no response between fragments, and expand in the interaction strength, the second-order part of my trimer is exactly pairwise. At which order does the pair expansion go wrong, and by how much?

## The missing term is a closed loop through all three fragments

For a real symmetric matrix M with blocks M_ab between fragments a and b, scaled by a strength l, the pair expansion of the RPA function ln det(1 + l M) − l Tr M misses

2 l³ Tr(M₀₁ M₁₂ M₂₀) + o(l³) as l → 0.

If the trace is nonzero, the pair expansion is therefore wrong for every sufficiently small nonzero l.

The matrix comes from the RPA integrand at one imaginary frequency. Let v be the Coulomb matrix, and let X be the non-interacting density response with its sign reversed, so that X is positive semidefinite. Then M = X^(1/2) v X^(1/2), and up to a prefactor the integrand at strength l is

f(l) = ln det(1 + l M) − l Tr M.

Suppose that X has no elements between fragments and that each fragment keeps its X in every cluster. A cluster S of fragments then has the principal block M_S as its matrix, and f_S is the same function with M_S in place of M. The three-body term of any quantity F is

F₀₁₂ − F₀₁ − F₀₂ − F₁₂ + F₀ + F₁ + F₂.

**Expanding the logarithm.** Let dᵢ be the eigenvalues of M_S. The determinant is the product of the factors 1 + l dᵢ, and for |l dᵢ| < 1/2

|ln(1 + l dᵢ) − l dᵢ + l² dᵢ²/2 − l³ dᵢ³/3| ≤ 2 |l dᵢ|⁴.

Summing over i gives

f_S(l) = −(l²/2) Tr M_S² + (l³/3) Tr M_S³ + O(l⁴).

**Second order.** The trace splits into loops of two steps:

Tr M_S² = Σ_{a,b∈S} Tr(M_ab M_ba).

A loop within one fragment occurs in the trimer, in two dimers and in one monomer, so it counts 1 − 2 + 1 = 0. A loop between two fragments occurs in the trimer and in one dimer, so it counts 1 − 1 = 0. This is the additivity you saw.

**Third order.** With T_abc = Tr(M_ab M_bc M_ca),

Tr M_S³ = Σ_{a,b,c∈S} T_abc.

The same counting removes every loop that visits one or two fragments. The six orderings of 0, 1, 2 remain. Cyclicity of the trace gives T₀₁₂ = T₁₂₀ = T₂₀₁ and T₀₂₁ = T₂₁₀ = T₁₀₂. Transposition with Mᵀ = M gives T₀₁₂ = T₀₂₁. The three-body term of Tr M_S³ is thus 6 T₀₁₂, and the factor 1/3 leaves 2 T₀₁₂.

Here is the statement with its proof in Lean.

```lean
import Mathlib

open Filter Topology Matrix

namespace RPAManyBody

noncomputable section

variable {n : Type*} [Fintype n] [DecidableEq n]

/-- The principal block `M_S` of `M` on the basis functions of the fragments in `S`. -/
def subsystem (M : Matrix n n ℝ) (frag : n → Fin 3) (S : Finset (Fin 3)) :
    Matrix {i // frag i ∈ S} {i // frag i ∈ S} ℝ :=
  M.submatrix Subtype.val Subtype.val

/-- The rectangular block `M_ab` that couples fragment `a` to fragment `b`. -/
def coupling (M : Matrix n n ℝ) (frag : n → Fin 3) (a b : Fin 3) :
    Matrix {i // frag i = a} {i // frag i = b} ℝ :=
  M.submatrix Subtype.val Subtype.val

/-- The RPA function `f_S(l) = ln det(1 + l M_S) - l Tr M_S` of the fragments in `S`,
meant for `l` with `det(1 + l M_S) > 0`. -/
def rpa (M : Matrix n n ℝ) (frag : n → Fin 3) (S : Finset (Fin 3)) (l : ℝ) : ℝ :=
  Real.log (1 + l • subsystem M frag S).det - l * (subsystem M frag S).trace

/-- The three-body term of a quantity `F` defined on sets of fragments:
the trimer minus the dimers plus the monomers. -/
def threeBody (F : Finset (Fin 3) → ℝ) : ℝ :=
  F Finset.univ - F {0, 1} - F {0, 2} - F {1, 2} + F {0} + F {1} + F {2}

/-- The third-order coefficient of `ln(1 + l x)` in `l` is `x³/3`. -/
theorem log_third_order (x : ℝ) :
    Tendsto (fun l : ℝ => (Real.log (1 + l * x) - l * x + l ^ 2 / 2 * (x * x)) / l ^ 3)
      (𝓝[≠] 0) (𝓝 (x * x * x / 3)) := by
  have hc : Continuous fun l : ℝ => |l * x| := by fun_prop
  have hsmall : ∀ᶠ l : ℝ in 𝓝 0, |l * x| < 1 / 2 :=
    hc.continuousAt.eventually_lt continuousAt_const (by simp)
  have hb : Continuous fun l : ℝ => 2 * |x| ^ 4 * |l| := by fun_prop
  have hb0 : Tendsto (fun l : ℝ => 2 * |x| ^ 4 * |l|) (𝓝[≠] 0) (𝓝 0) := by
    have h := (hb.tendsto 0).mono_left (nhdsWithin_le_nhds (s := {0}ᶜ))
    rwa [abs_zero, mul_zero] at h
  rw [← tendsto_sub_nhds_zero_iff]
  refine squeeze_zero_norm' ?_ hb0
  filter_upwards [nhdsWithin_le_nhds hsmall, self_mem_nhdsWithin] with l hl hl0
  have hl3 : l ^ 3 ≠ 0 := pow_ne_zero 3 hl0
  -- remainder of the logarithmic series after three terms
  have hr := Real.abs_log_sub_add_sum_range_le (x := -(l * x))
    (by rw [abs_neg]; linarith) 3
  rw [abs_neg, sub_neg_eq_add] at hr
  have e : (Real.log (1 + l * x) - l * x + l ^ 2 / 2 * (x * x)) / l ^ 3 - x * x * x / 3
      = ((∑ i ∈ Finset.range 3, (-(l * x)) ^ (i + 1) / ((i : ℝ) + 1))
        + Real.log (1 + l * x)) / l ^ 3 := by
    rw [eq_div_iff hl3, sub_mul, div_mul_cancel₀ _ hl3]
    simp only [Finset.sum_range_succ, Finset.sum_range_zero]
    push_cast
    ring
  rw [e, Real.norm_eq_abs, abs_div, div_le_iff₀ (abs_pos.mpr hl3)]
  refine hr.trans ?_
  rw [div_le_iff₀ (by linarith)]
  have h4 : 2 * |x| ^ 4 * |l| * |l ^ 3| = 2 * |l * x| ^ 4 := by
    rw [abs_pow, abs_mul]; ring
  rw [h4]
  have h5 : 2 * |l * x| ^ 4 * (1 - |l * x|) - |l * x| ^ (3 + 1)
      = |l * x| ^ 4 * (1 - 2 * |l * x|) := by ring
  rw [← sub_nonneg, h5]
  exact mul_nonneg (pow_nonneg (abs_nonneg (l * x)) 4) (by linarith)

/-- For a real symmetric matrix there are real numbers `d i` that give `det(1 + l A)` as the
product of `1 + l d i`, and the traces of `A`, `A²`, `A³` as their power sums. -/
theorem spectral_moments {A : Matrix n n ℝ} (hA : A.IsSymm) :
    ∃ d : n → ℝ, (∀ l : ℝ, (1 + l • A).det = ∏ i, (1 + l * d i)) ∧
      A.trace = ∑ i, d i ∧ (A * A).trace = ∑ i, d i * d i ∧
      (A * A * A).trace = ∑ i, d i * d i * d i := by
  have hH : A.IsHermitian :=
    Matrix.IsHermitian.ext fun i j => by rw [star_trivial]; exact hA.apply i j
  obtain ⟨U, V, d, hVU, rfl⟩ : ∃ (U V : Matrix n n ℝ) (d : n → ℝ),
      V * U = 1 ∧ A = U * diagonal d * V := by
    have h := hH.spectral_theorem
    rw [Unitary.conjStarAlgAut_apply] at h
    exact ⟨_, _, hH.eigenvalues, Matrix.mem_unitaryGroup_iff'.mp hH.eigenvectorUnitary.2, h⟩
  have hmul : ∀ X Y : Matrix n n ℝ, U * X * V * (U * Y * V) = U * (X * Y) * V := by
    intro X Y
    calc U * X * V * (U * Y * V) = U * X * (V * U) * Y * V := by
          simp only [Matrix.mul_assoc]
      _ = U * (X * Y) * V := by
          rw [hVU, Matrix.mul_one]; simp only [Matrix.mul_assoc]
  have htr : ∀ X : Matrix n n ℝ, (U * X * V).trace = X.trace := by
    intro X
    rw [Matrix.trace_mul_cycle, hVU, Matrix.one_mul]
  refine ⟨d, fun l => ?_, ?_, ?_, ?_⟩
  · have h1 : l • (U * diagonal d * V) = U * ((l • diagonal d) * V) := by
      rw [Matrix.smul_mul, Matrix.mul_smul, Matrix.mul_assoc]
    have h2 : 1 + l • diagonal d = diagonal (fun i => 1 + l * d i) := by
      ext i j
      by_cases h : i = j
      · subst h; simp
      · simp [h]
    rw [h1, Matrix.det_one_add_mul_comm, Matrix.mul_assoc, hVU, Matrix.mul_one, h2,
      Matrix.det_diagonal]
  · rw [htr, Matrix.trace_diagonal]
  · rw [hmul, htr, Matrix.diagonal_mul_diagonal, Matrix.trace_diagonal]
  · rw [hmul, hmul, htr, Matrix.diagonal_mul_diagonal, Matrix.diagonal_mul_diagonal,
      Matrix.trace_diagonal]

/-- For a real symmetric matrix `A`, the third-order coefficient of `ln det(1 + l A)` in `l`
is `Tr A³ / 3`. -/
theorem logdet_third_order {A : Matrix n n ℝ} (hA : A.IsSymm) :
    Tendsto (fun l : ℝ => (Real.log (1 + l • A).det - l * A.trace
      + l ^ 2 / 2 * (A * A).trace) / l ^ 3) (𝓝[≠] 0) (𝓝 ((A * A * A).trace / 3)) := by
  obtain ⟨d, hdet, h1, h2, h3⟩ := spectral_moments hA
  have hs := tendsto_finsetSum Finset.univ
    fun i (_ : i ∈ Finset.univ) => log_third_order (d i)
  have hne : ∀ᶠ l : ℝ in 𝓝[≠] 0, ∀ i, 1 + l * d i ≠ 0 := by
    rw [Filter.eventually_all]
    intro i
    have hc : Continuous fun l : ℝ => 1 + l * d i := by fun_prop
    exact nhdsWithin_le_nhds (hc.continuousAt.eventually_ne (by simp))
  rw [h3, Finset.sum_div]
  refine hs.congr' ?_
  filter_upwards [hne] with l hl
  have hlog : Real.log (∏ i, (1 + l * d i)) = ∑ i, Real.log (1 + l * d i) := by
    apply Real.log_prod
    intro i _
    exact hl i
  rw [hdet, hlog, h1, h2, ← Finset.sum_div]
  simp only [Finset.sum_add_distrib, Finset.sum_sub_distrib, Finset.mul_sum]

omit [DecidableEq n] in
/-- A sum over the basis functions of the fragments in `S` is the sum of the
single-fragment sums. -/
theorem sum_fragments (frag : n → Fin 3) (S : Finset (Fin 3)) (g : n → ℝ) :
    ∑ i : {i // frag i ∈ S}, g i = ∑ a ∈ S, ∑ i : {i // frag i = a}, g i := by
  have h : ∀ (p : n → Prop) [DecidablePred p],
      ∑ i : {i // p i}, g i = ∑ i, if p i then g i else 0 := by
    intro p _
    rw [← Finset.sum_filter]
    exact (Finset.sum_subtype _ (by simp) g).symm
  calc ∑ i : {i // frag i ∈ S}, g i = ∑ i, if frag i ∈ S then g i else 0 :=
        h (fun i => frag i ∈ S)
    _ = ∑ i, ∑ a ∈ S, if frag i = a then g i else 0 := by simp
    _ = ∑ a ∈ S, ∑ i, if frag i = a then g i else 0 := Finset.sum_comm
    _ = _ := Finset.sum_congr rfl fun a _ => (h (fun i => frag i = a)).symm

/-- The trace of a product of three matrices is the sum over closed loops of three steps. -/
theorem trace_triple {p q r : Type*} [Fintype p] [Fintype q] [Fintype r]
    (A : Matrix p q ℝ) (B : Matrix q r ℝ) (C : Matrix r p ℝ) :
    (A * B * C).trace = ∑ i, ∑ j, ∑ k, A i j * B j k * C k i := by
  simp only [Matrix.trace, Matrix.diag_apply, Matrix.mul_apply, Finset.sum_mul]
  exact Finset.sum_congr rfl fun i _ => Finset.sum_comm

omit [DecidableEq n] in
/-- The second-order traces `Tr M_S²` have no three-body term. -/
theorem threeBody_second_order (M : Matrix n n ℝ) (frag : n → Fin 3) :
    threeBody (fun S => (subsystem M frag S * subsystem M frag S).trace) = 0 := by
  have hd : ∀ S, (subsystem M frag S * subsystem M frag S).trace = ∑ a ∈ S, ∑ b ∈ S,
      ∑ i : {i // frag i = a}, ∑ j : {j // frag j = b}, M i j * M j i := by
    intro S
    refine (sum_fragments frag S
      (fun i => ∑ j : {j // frag j ∈ S}, M i j * M j i)).trans
      (Finset.sum_congr rfl fun a _ => ?_)
    have hj := fun i : n => sum_fragments frag S (fun j => M i j * M j i)
    simp only [hj]
    exact Finset.sum_comm
  have h01 : ∀ f : Fin 3 → ℝ, ∑ x ∈ {0, 1}, f x = f 0 + f 1 :=
    fun f => Finset.sum_pair (by decide)
  have h02 : ∀ f : Fin 3 → ℝ, ∑ x ∈ {0, 2}, f x = f 0 + f 2 :=
    fun f => Finset.sum_pair (by decide)
  have h12 : ∀ f : Fin 3 → ℝ, ∑ x ∈ {1, 2}, f x = f 1 + f 2 :=
    fun f => Finset.sum_pair (by decide)
  simp only [threeBody, hd, Fin.sum_univ_three, h01, h02, h12, Finset.sum_singleton]
  ring

omit [DecidableEq n] in
/-- For symmetric `M` the three-body term of `Tr M_S³` is six times the trace of the loop
through all three fragments. -/
theorem threeBody_third_order {M : Matrix n n ℝ} (hM : M.IsSymm) (frag : n → Fin 3) :
    threeBody (fun S => (subsystem M frag S * subsystem M frag S * subsystem M frag S).trace)
      = 6 * (coupling M frag 0 1 * coupling M frag 1 2 * coupling M frag 2 0).trace := by
  let T : Fin 3 → Fin 3 → Fin 3 → ℝ := fun a b c =>
    (coupling M frag a b * coupling M frag b c * coupling M frag c a).trace
  have key : ∀ (g : n → n → n → ℝ) (S : Finset (Fin 3)),
      ∑ i : {i // frag i ∈ S}, ∑ j : {j // frag j ∈ S}, ∑ k : {k // frag k ∈ S}, g i j k
      = ∑ a ∈ S, ∑ b ∈ S, ∑ c ∈ S, ∑ i : {i // frag i = a}, ∑ j : {j // frag j = b},
        ∑ k : {k // frag k = c}, g i j k := by
    intro g S
    refine (sum_fragments frag S (fun i => ∑ j : {j // frag j ∈ S},
      ∑ k : {k // frag k ∈ S}, g i j k)).trans (Finset.sum_congr rfl fun a _ => ?_)
    have hj := fun i : n =>
      sum_fragments frag S (fun j => ∑ k : {k // frag k ∈ S}, g i j k)
    have hk := fun i j : n => sum_fragments frag S (g i j)
    simp only [hj]
    simp only [hk]
    refine Finset.sum_comm.trans (Finset.sum_congr rfl fun b _ => ?_)
    exact (Finset.sum_comm.trans (Finset.sum_congr rfl fun i _ => Finset.sum_comm)).symm
  have hd : ∀ S, (subsystem M frag S * subsystem M frag S * subsystem M frag S).trace
      = ∑ a ∈ S, ∑ b ∈ S, ∑ c ∈ S, T a b c := by
    intro S
    simp only [T, trace_triple]
    exact key (fun i j k => M i j * M j k * M k i) S
  -- the loop may start anywhere and may be run backwards
  have cyc : ∀ a b c, T a b c = T c a b := fun a b c => Matrix.trace_mul_cycle _ _ _
  have ht : ∀ a b, (coupling M frag a b)ᵀ = coupling M frag b a := by
    intro a b
    ext i j
    exact hM.apply i.1 j.1
  have rev : T 0 1 2 = T 0 2 1 := by
    calc T 0 1 2
        = (coupling M frag 0 1 * coupling M frag 1 2 * coupling M frag 2 0)ᵀ.trace :=
          (Matrix.trace_transpose _).symm
      _ = T 0 2 1 := by
          rw [Matrix.transpose_mul, Matrix.transpose_mul, ht, ht, ht, ← Matrix.mul_assoc]
  have h01 : ∀ f : Fin 3 → ℝ, ∑ x ∈ {0, 1}, f x = f 0 + f 1 :=
    fun f => Finset.sum_pair (by decide)
  have h02 : ∀ f : Fin 3 → ℝ, ∑ x ∈ {0, 2}, f x = f 0 + f 2 :=
    fun f => Finset.sum_pair (by decide)
  have h12 : ∀ f : Fin 3 → ℝ, ∑ x ∈ {1, 2}, f x = f 1 + f 2 :=
    fun f => Finset.sum_pair (by decide)
  change _ = 6 * T 0 1 2
  simp only [threeBody, hd, Fin.sum_univ_three, h01, h02, h12, Finset.sum_singleton]
  linarith [cyc 0 1 2, cyc 2 0 1, cyc 0 2 1, cyc 1 0 2, rev]

/-- For a real symmetric `M` on three fragments, the three-body term of the RPA function,
divided by `l³`, tends to `2 Tr(M₀₁ M₁₂ M₂₀)` as `l → 0`. -/
theorem threeBody_rpa_limit {M : Matrix n n ℝ} (hM : M.IsSymm) (frag : n → Fin 3) :
    Tendsto (fun l : ℝ => threeBody (fun S => rpa M frag S l) / l ^ 3) (𝓝[≠] 0)
      (𝓝 (2 * (coupling M frag 0 1 * coupling M frag 1 2 * coupling M frag 2 0).trace)) := by
  have e := fun S => logdet_third_order (A := subsystem M frag S) (hM.submatrix _)
  have H := ((((((e Finset.univ).sub (e {0, 1})).sub (e {0, 2})).sub (e {1, 2})).add
    (e {0})).add (e {1})).add (e {2})
  have h2 := threeBody_second_order M frag
  have h3 := threeBody_third_order hM frag
  simp only [threeBody] at h2 h3
  -- the second-order terms cancel, the third-order ones give the loop
  refine (H.congr fun l => ?_).trans_eq ?_
  · simp only [threeBody, rpa]
    linear_combination (l ^ 2 / 2 / l ^ 3) * h2
  · congr 1
    linear_combination (1 / 3) * h3

/-- If `M` is symmetric and `Tr(M₀₁ M₁₂ M₂₀)` is nonzero, then for all sufficiently small
nonzero `l` the expansion truncated at pairs differs from the RPA function of the trimer. -/
theorem pair_truncation_fails {M : Matrix n n ℝ} (hM : M.IsSymm) (frag : n → Fin 3)
    (h : (coupling M frag 0 1 * coupling M frag 1 2 * coupling M frag 2 0).trace ≠ 0) :
    ∀ᶠ l : ℝ in 𝓝[≠] 0, rpa M frag Finset.univ l ≠
      rpa M frag {0, 1} l + rpa M frag {0, 2} l + rpa M frag {1, 2} l
        - rpa M frag {0} l - rpa M frag {1} l - rpa M frag {2} l := by
  filter_upwards [(threeBody_rpa_limit hM frag).eventually_ne
    (mul_ne_zero two_ne_zero h)] with l hl h'
  apply hl
  simp only [threeBody, h']
  ring

/-- If all matrix elements equal `g`, the three-body term of the RPA function, divided by `l³`,
tends as `l → 0` to `2 g³` times the product of the numbers of basis functions on the three
fragments. -/
theorem uniform_coupling_limit (g : ℝ) (frag : n → Fin 3) :
    Tendsto (fun l : ℝ =>
        threeBody (fun S => rpa (Matrix.of fun _ _ : n => g) frag S l) / l ^ 3) (𝓝[≠] 0)
      (𝓝 (2 * (g ^ 3 * (Fintype.card {i // frag i = 0} * Fintype.card {i // frag i = 1}
        * Fintype.card {i // frag i = 2})))) := by
  have h := threeBody_rpa_limit (M := Matrix.of fun _ _ : n => g)
    (Matrix.IsSymm.ext fun _ _ => rfl) frag
  rw [trace_triple] at h
  simp only [coupling, Matrix.submatrix_apply, Matrix.of_apply, Finset.sum_const,
    Finset.card_univ, nsmul_eq_mul] at h
  refine h.trans_eq ?_
  congr 1
  ring

end

end RPAManyBody
```

```lean
#print axioms RPAManyBody.threeBody_rpa_limit
#print axioms RPAManyBody.pair_truncation_fails
#print axioms RPAManyBody.uniform_coupling_limit
```

```
'RPAManyBody.threeBody_rpa_limit' depends on axioms: [propext, Classical.choice, Quot.sound]
'RPAManyBody.pair_truncation_fails' depends on axioms: [propext, Classical.choice, Quot.sound]
'RPAManyBody.uniform_coupling_limit' depends on axioms: [propext, Classical.choice, Quot.sound]
```

## What the Lean statements say about the trimer

The type `n` labels the finitely many basis functions, and `frag` assigns each one to fragment 0, 1 or 2. Fragments may have any size, including zero. `subsystem M frag S` is M_S, `coupling M frag a b` is the rectangular block M_ab, `rpa` is f_S(l), and `threeBody` is the seven-term combination above.

`threeBody_rpa_limit` says that for symmetric `M` the three-body term divided by `l ^ 3` tends to 2 Tr(M₀₁M₁₂M₂₀). The filter `𝓝[≠] 0` means that l approaches zero from either side without being zero. For small l the determinants are positive, so `Real.log` is the intended logarithm there.

`pair_truncation_fails` adds the hypothesis that the loop trace is nonzero, and concludes that the trimer value differs from dimers minus monomers for all sufficiently small nonzero l. `uniform_coupling_limit` sets every matrix element to g and obtains 2g³N₀N₁N₂, where N_a is the number of basis functions on fragment a.

For fragment-based RPA calculations this identifies the leading three-body correction when the loop trace is nonzero, within a finite, fixed-matrix model at a single frequency and for weak coupling. The theorems give no error estimate at the physical strength l = 1, do not integrate over frequency, and do not let a fragment's response change when a neighbour arrives.

A vanishing loop trace does not make pairs sufficient. Take one function per fragment, M₀₂ = M₁₂ = g ≠ 0, M₀₁ = 0 and all diagonal elements equal to d ≥ √2|g|, which makes M positive semidefinite, as it is in RPA. A direct expansion then gives a three-body term of −g⁴l⁴ to leading order.

## From eigenvalues to loops in the proof

`log_third_order` is the scalar expansion. It takes Mathlib's remainder bound for the logarithmic series and squeezes the error, divided by l³, to zero. `spectral_moments` writes the matrix as `U * diagonal d * V` with `V * U = 1`, which turns the determinant into a product and the traces into power sums. `logdet_third_order` sums the scalar limits, after noting that all factors 1 + l dᵢ are nonzero near l = 0, so that the logarithm of the product splits.

`sum_fragments` splits a sum over a cluster into sums over its fragments, and `trace_triple` writes a triple trace as a sum over loops. `threeBody_second_order` then does the second-order count, with `ring` performing the cancellation. In `threeBody_third_order`, `cyc` is cyclicity and `rev` is reversal of the loop; `linarith` combines them into the factor 6. The main theorem adds and subtracts seven copies of the expansion and inserts these two counts.

## Scaling only the coupling between fragments

Here l also scales the interaction inside each fragment. A different model would keep the diagonal blocks D_a = M_aa at full strength and scale only the blocks between fragments. If every 1 + D_a is positive definite, factoring it out of the determinant changes the limit to

2 Tr[(1 + D₀)⁻¹ M₀₁ (1 + D₁)⁻¹ M₁₂ (1 + D₂)⁻¹ M₂₀].

If this new trace is nonzero, the pair expansion again first fails at third order, but each fragment now enters with its internal screening included to all orders. This variant is derived by hand and is absent from the Lean file.
